# A cylindrical cavity of half-height \(h\) and radius \(R\) has Lorentz's centre field \(4\pi/3\) per unit axial polarisation exactly when \(5h^2=4R^2\)

In a medium with uniform, fixed polarisation along the cylinder axis, the surface charge of such a cavity produces at its centre the field, per unit polarisation and in Gaussian units,

\[
F=4\pi\left(1-\frac{h}{\sqrt{h^2+R^2}}\right),\qquad h>0 .
\]

It equals \(4\pi/3\), the value for a spherical cavity, if and only if \(5h^2=4R^2\), and exceeds it exactly for flatter cavities, \(5h^2<4R^2\). When dipole fields are summed explicitly inside a cylinder and the surrounding medium is treated as a uniformly polarised continuum, \(F\) is the contribution of the cavity surface to the field at the centre; any charge on the outer boundary of the medium contributes separately.

## Uniform axial polarisation: charge on the caps only

Polarisation parallel to the axis leaves the side wall uncharged and puts densities \(\pm1\) on the two flat caps. Between the caps, both charges push the field in the direction of the polarisation.

On one cap, a ring of radius \(s\) and width \(ds\) carries charge \(2\pi s\,ds\). At axial distance \(d\), projecting its Coulomb field on the axis gives \(2\pi s d\,ds/(s^2+d^2)^{3/2}\).

In Lean 4 with Mathlib:

```lean
import Mathlib

open Real Filter Topology

namespace CylindricalLorentzCavity

noncomputable section

/-- Axial field, at a point of the axis a distance `d` from the centre, of a disc of radius `R` with
unit surface charge density (Gaussian units), as an integral over rings of radius `s`. -/
def capField (d R : ℝ) : ℝ :=
  ∫ s in (0 : ℝ)..R, 2 * π * s * d / (√(s ^ 2 + d ^ 2)) ^ 3

/-- Field of the two charged caps, per unit axial polarisation, at height `z` above the centre on
the axis of a cylindrical cavity of half-height `h` and radius `R`. Between the caps, their
contributions have the same direction. -/
def axialField (h R z : ℝ) : ℝ := capField (h - z) R + capField (h + z) R
```

`capField d R` is the ring integral, with the power \(3/2\) written as the cube of a square root. `axialField h R z` adds the caps at distances \(h-z\) and \(h+z\), so \(z=0\) is the centre. All quantities are real numbers.

The cap charges are built into these definitions; they are not derived from a dielectric response. The macroscopic field and the dipoles inside the cavity are left out, as are points off the axis. With a polarisation tilted from the axis, the side wall would be charged too.

## Positive distance from a cap

For \(d>0\),

\[
\frac{d}{ds}\left(-\frac{2\pi d}{\sqrt{s^2+d^2}}\right)=\frac{2\pi s d}{(s^2+d^2)^{3/2}} ,
\]

and integrating from \(0\) to \(R\) gives

\[
-\frac{2\pi d}{\sqrt{R^2+d^2}}+\frac{2\pi d}{\sqrt{d^2}}
=2\pi\left(1-\frac{d}{\sqrt{d^2+R^2}}\right).
\]

```lean
/-- The ring contribution to the field is the derivative of `-2πd/√(s² + d²)` with respect to
the ring radius `s`. -/
theorem hasDerivAt_ring {d : ℝ} (hd : 0 < d) (s : ℝ) :
    HasDerivAt (fun x : ℝ => -(2 * π * d) / √(x ^ 2 + d ^ 2))
      (2 * π * s * d / (√(s ^ 2 + d ^ 2)) ^ 3) s := by
  have hpos : 0 < s ^ 2 + d ^ 2 := by positivity
  have hw : √(s ^ 2 + d ^ 2) ≠ 0 := (Real.sqrt_pos.mpr hpos).ne'
  have h1 : HasDerivAt (fun x : ℝ => x ^ 2 + d ^ 2) (2 * s) s := by
    simpa using (hasDerivAt_pow 2 s).add_const (d ^ 2)
  have h2 := (hasDerivAt_const s (-(2 * π * d))).fun_div (h1.sqrt hpos.ne') hw
  refine h2.congr_deriv ?_
  generalize √(s ^ 2 + d ^ 2) = w at hw ⊢
  field_simp
  all_goals ring

/-- The field of a disc with unit surface charge density at distance `d > 0` on its axis is `2π(1 -
d/√(d² + R²))`. -/
theorem capField_eq {d : ℝ} (hd : 0 < d) (R : ℝ) :
    capField d R = 2 * π * (1 - d / √(d ^ 2 + R ^ 2)) := by
  have hcont : Continuous (fun s : ℝ => 2 * π * s * d / (√(s ^ 2 + d ^ 2)) ^ 3) :=
    Continuous.div (by fun_prop) (by fun_prop) (fun s => by positivity)
  -- fundamental theorem of calculus
  have key := intervalIntegral.integral_eq_sub_of_hasDerivAt
    (fun s _ => hasDerivAt_ring hd s) (hcont.intervalIntegrable 0 R)
  have h0 : √((0 : ℝ) ^ 2 + d ^ 2) = d := by
    rw [show (0 : ℝ) ^ 2 + d ^ 2 = d ^ 2 by ring]
    exact Real.sqrt_sq hd.le
  have h1 : -(2 * π * d) / d = -(2 * π) := by
    field_simp
  unfold capField
  rw [key, h0, h1, add_comm (R ^ 2) (d ^ 2)]
  ring
```

`hasDerivAt_ring` uses `hd` to keep the root nonzero. `capField_eq` applies the fundamental theorem of calculus and uses `hd` again for \(\sqrt{d^2}=d\). At \(d=0\) the integrand vanishes for every \(s>0\), so the integral is \(0\), whereas the formula would give \(2\pi\): the field jumps across a charged sheet.

## A point strictly between the caps

The condition \(|z|<h\) makes both distances \(h-z\) and \(h+z\) positive, so the cap formula applies twice. At \(z=0\) the two terms are equal and sum to \(F\).

```lean
/-- The field at any point of the axis strictly between the two caps of the cavity. -/
theorem axialField_eq {h z : ℝ} (hz : |z| < h) (R : ℝ) :
    axialField h R z = 2 * π * (2 - (h - z) / √((h - z) ^ 2 + R ^ 2)
      - (h + z) / √((h + z) ^ 2 + R ^ 2)) := by
  obtain ⟨h1, h2⟩ := abs_lt.mp hz
  unfold axialField
  rw [capField_eq (by linarith) R, capField_eq (by linarith) R]
  ring

/-- The field at the centre of the cavity is `4π(1 - h/√(h² + R²))`. -/
theorem centre_field {h : ℝ} (hh : 0 < h) (R : ℝ) :
    axialField h R 0 = 4 * π * (1 - h / √(h ^ 2 + R ^ 2)) := by
  rw [axialField_eq (by simpa using hh) R, sub_zero, add_zero]
  ring
```

Beyond a cap, one distance is negative and that cap's field reverses, so the closed form fails there.

## Positive half-height: undoing the square

Put \(w=\sqrt{h^2+R^2}\). Then \(F=4\pi/3\) means \(h/w=2/3\), that is \(3h=2w\). Squaring gives \(9h^2=4h^2+4R^2\), hence \(5h^2=4R^2\). Conversely,

\[
5h^2-4R^2=9h^2-4w^2=(3h-2w)(3h+2w),
\]

and since \(3h+2w>0\), the first factor must vanish. The same factorisation shows that \(F>4\pi/3\) is equivalent to \(5h^2<4R^2\).

```lean
/-- The centre field of the cylindrical cavity equals Lorentz's `4π/3` if and only if
`5h² = 4R²`. -/
theorem centre_field_eq_lorentz_iff {h : ℝ} (hh : 0 < h) (R : ℝ) :
    axialField h R 0 = 4 * π / 3 ↔ 5 * h ^ 2 = 4 * R ^ 2 := by
  rw [centre_field hh R]
  have hw : 0 < √(h ^ 2 + R ^ 2) := Real.sqrt_pos.mpr (by positivity)
  have hw2 : (√(h ^ 2 + R ^ 2)) ^ 2 = h ^ 2 + R ^ 2 := Real.sq_sqrt (by positivity)
  generalize √(h ^ 2 + R ^ 2) = w at hw hw2 ⊢
  constructor
  · intro H
    have h1 : h / w = 2 / 3 := mul_left_cancel₀ Real.pi_ne_zero (by linarith)
    rw [div_eq_iff hw.ne'] at h1
    have h2 : 3 * h = 2 * w := by linarith
    linear_combination (3 * h + 2 * w) * h2 + 4 * hw2
  · intro H
    -- both lengths are positive, so the squared relation can be undone
    have hs : 3 * h + 2 * w ≠ 0 := by positivity
    have h2 : 3 * h = 2 * w :=
      mul_left_cancel₀ hs (by linear_combination H - 4 * hw2)
    have h1 : h / w = 2 / 3 := by
      rw [div_eq_iff hw.ne']
      linarith
    rw [h1]
    ring

/-- The centre field exceeds Lorentz's `4π/3` if and only if `5h² < 4R²`. -/
theorem lorentz_lt_centre_field_iff {h : ℝ} (hh : 0 < h) (R : ℝ) :
    4 * π / 3 < axialField h R 0 ↔ 5 * h ^ 2 < 4 * R ^ 2 := by
  rw [centre_field hh R]
  have hw : 0 < √(h ^ 2 + R ^ 2) := Real.sqrt_pos.mpr (by positivity)
  have hw2 : (√(h ^ 2 + R ^ 2)) ^ 2 = h ^ 2 + R ^ 2 := Real.sq_sqrt (by positivity)
  generalize √(h ^ 2 + R ^ 2) = w at hw hw2 ⊢
  constructor
  · intro H
    have h1 : h / w < 2 / 3 :=
      lt_of_mul_lt_mul_left (by linarith : π * (h / w) < π * (2 / 3)) Real.pi_pos.le
    rw [div_lt_iff₀ hw] at h1
    have h2 : 0 < (2 * w - 3 * h) * (2 * w + 3 * h) :=
      mul_pos (by linarith) (by positivity)
    nlinarith
  · intro H
    have h2 : 3 * h < 2 * w :=
      lt_of_mul_lt_mul_left
        (by nlinarith : (3 * h + 2 * w) * (3 * h) < (3 * h + 2 * w) * (2 * w))
        (by positivity)
    have h1 : h / w < 2 / 3 := by
      rw [div_lt_iff₀ hw]
      linarith
    have h3 := mul_lt_mul_of_pos_left h1 Real.pi_pos
    linarith
```

In the first proof `linear_combination` does the squaring and `mul_left_cancel₀` removes the positive factor; the second uses the order versions of these steps. For negative \(h\) the defined field changes sign, so \(5h^2=4R^2\) would go with \(-4\pi/3\).

## Positive radius, and the two limiting shapes

The theorems so far place no condition on \(R\), which enters the closed forms only through \(R^2\). Solving for the half-height does depend on the sign of \(R\): for \(R>0\), \(5h^2=4R^2\) becomes \(h=2R/\sqrt5\), whereas a negative \(R\) would make the right-hand side of this formula negative.

```lean
/-- For a cavity of given radius `R`, the Lorentz value is attained at the centre exactly for
the half-height `h = 2R/√5`. -/
theorem lorentz_half_height {h R : ℝ} (hh : 0 < h) (hR : 0 < R) :
    axialField h R 0 = 4 * π / 3 ↔ h = 2 * R / √5 := by
  rw [centre_field_eq_lorentz_iff hh R]
  have hq : 0 < √(5 : ℝ) := Real.sqrt_pos.mpr (by norm_num)
  have hq2 : (√(5 : ℝ)) ^ 2 = 5 := Real.sq_sqrt (by norm_num)
  rw [eq_div_iff hq.ne']
  generalize √(5 : ℝ) = q at hq hq2 ⊢
  constructor
  · intro H
    have hs : h * q + 2 * R ≠ 0 := by positivity
    exact mul_left_cancel₀ hs (by linear_combination H + h ^ 2 * hq2)
  · intro H
    linear_combination (h * q + 2 * R) * H - h ^ 2 * hq2
```

For a flat disc, \(h\to0\) at fixed \(R>0\), the ratio \(h/\sqrt{h^2+R^2}\) tends to \(0\) and \(F\to4\pi\). With \(R=0\) there is no charged area and the field is zero throughout.

```lean
/-- As the half-height of a cavity of fixed radius shrinks to zero, the centre field tends
to `4π`. -/
theorem flat_disc_limit {R : ℝ} (hR : 0 < R) :
    Tendsto (fun h => axialField h R 0) (𝓝[>] 0) (𝓝 (4 * π)) := by
  have hc : Continuous (fun h : ℝ => 4 * π * (1 - h / √(h ^ 2 + R ^ 2))) :=
    continuous_const.mul (continuous_const.sub
      (Continuous.div (by fun_prop) (by fun_prop) (fun h => by positivity)))
  have ht : Tendsto (fun h : ℝ => 4 * π * (1 - h / √(h ^ 2 + R ^ 2))) (𝓝 0)
      (𝓝 (4 * π * (1 - 0 / √(0 ^ 2 + R ^ 2)))) := hc.tendsto 0
  rw [zero_div, sub_zero, mul_one] at ht
  refine (ht.mono_left nhdsWithin_le_nhds).congr' ?_
  filter_upwards [self_mem_nhdsWithin] with h hh
  exact (centre_field hh R).symm
```

The limit is taken through positive \(h\) (`𝓝[>] 0`), where the closed form holds; the proof carries the limit over from that continuous expression.

For a needle, \(R\to0\) at fixed \(h>0\), the ratio tends to \(h/\sqrt{h^2}=1\) and \(F\to0\): the caps shrink while staying at a finite distance. Here `hh` supplies both the closed form and \(\sqrt{h^2}=h\).

```lean
/-- As the radius of a cavity of fixed half-height shrinks to zero, the centre field tends
to zero. -/
theorem needle_limit {h : ℝ} (hh : 0 < h) :
    Tendsto (fun R => axialField h R 0) (𝓝[>] 0) (𝓝 0) := by
  have hc : Continuous (fun R : ℝ => 4 * π * (1 - h / √(h ^ 2 + R ^ 2))) :=
    continuous_const.mul (continuous_const.sub
      (Continuous.div (by fun_prop) (by fun_prop) (fun R => by positivity)))
  have ht : Tendsto (fun R : ℝ => 4 * π * (1 - h / √(h ^ 2 + R ^ 2))) (𝓝 0)
      (𝓝 (4 * π * (1 - h / √(h ^ 2 + 0 ^ 2)))) := hc.tendsto 0
  have h0 : √(h ^ 2 + (0 : ℝ) ^ 2) = h := by
    rw [show h ^ 2 + (0 : ℝ) ^ 2 = h ^ 2 by ring]
    exact Real.sqrt_sq hh.le
  rw [h0, div_self hh.ne', sub_self, mul_zero] at ht
  exact (ht.mono_left nhdsWithin_le_nhds).congr (fun R => (centre_field hh R).symm)

end

end CylindricalLorentzCavity
```

```lean
#print axioms CylindricalLorentzCavity.lorentz_lt_centre_field_iff
-- 'CylindricalLorentzCavity.lorentz_lt_centre_field_iff' depends on axioms: [propext, Classical.choice, Quot.sound]
#print axioms CylindricalLorentzCavity.lorentz_half_height
-- 'CylindricalLorentzCavity.lorentz_half_height' depends on axioms: [propext, Classical.choice, Quot.sound]
#print axioms CylindricalLorentzCavity.flat_disc_limit
-- 'CylindricalLorentzCavity.flat_disc_limit' depends on axioms: [propext, Classical.choice, Quot.sound]
#print axioms CylindricalLorentzCavity.needle_limit
-- 'CylindricalLorentzCavity.needle_limit' depends on axioms: [propext, Classical.choice, Quot.sound]
```
